# Preserving the momentum-position pairing for all positions fixes the lab momenta

The theorem `momenta_unique` concerns a central carrier and `n` others, with real masses whose total is nonzero and with positions and momenta in a real inner product space. Given a total momentum `P` and relative momenta `k i`, it supposes that lab momenta `q0` and `q i` make the sum of momentum-position inner products equal to ⟪P, R⟫ + ∑ ⟪k i, x i - x0⟫ for all positions, `R` being the centre of mass. It concludes that each `q i` is `k i` plus that carrier's mass share of `P`, and that `q0` is minus the sum of the `k i` plus the central carrier's share. The attempt subtracts the identity already proved for these momenta, puts the differences of the momenta in place of the positions, and gets a sum of squared norms equal to zero, from which each difference should vanish.

This version doesn't compile in Lean 4 with Mathlib:

```lean
import Mathlib

open scoped InnerProductSpace

namespace ExcitonComplexKinematics

noncomputable section

variable {V : Type*} [NormedAddCommGroup V] [InnerProductSpace ℝ V] {n : ℕ}

/-- Total mass of a central carrier of mass `M` and `n` carriers of masses `m i`. -/
def totalMass (M : ℝ) (m : Fin n → ℝ) : ℝ := M + ∑ i, m i

/-- Lab momentum of carrier `i`: its relative momentum plus its mass share of `P`. -/
def carrierMomentum (M : ℝ) (m : Fin n → ℝ) (P : V) (k : Fin n → V) (i : Fin n) : V :=
  k i + (m i / totalMass M m) • P

/-- Lab momentum of the central carrier: the recoil plus its mass share of `P`. -/
def centralMomentum (M : ℝ) (m : Fin n → ℝ) (P : V) (k : Fin n → V) : V :=
  -∑ i, k i + (M / totalMass M m) • P

/-- The momentum-position pairing keeps its form in centre-of-mass and relative coordinates. -/
theorem pairing_preserved {M : ℝ} {m : Fin n → ℝ} (hT : totalMass M m ≠ 0)
    (P : V) (k : Fin n → V) {x0 R : V} {x : Fin n → V}
    (hR : totalMass M m • R = M • x0 + ∑ i, m i • x i) :
    ⟪centralMomentum M m P k, x0⟫_ℝ + ∑ i, ⟪carrierMomentum M m P k i, x i⟫_ℝ =
      ⟪P, R⟫_ℝ + ∑ i, ⟪k i, x i - x0⟫_ℝ := by
  have hS := congrArg (fun v => ⟪P, v⟫_ℝ) hR
  simp only [inner_add_right, inner_sum, real_inner_smul_right] at hS
  have e : ∑ i, m i / totalMass M m * ⟪P, x i⟫_ℝ
      = (∑ i, m i * ⟪P, x i⟫_ℝ) / totalMass M m := by
    rw [Finset.sum_div]
    exact Finset.sum_congr rfl fun i _ => by ring
  have hP : ⟪P, R⟫_ℝ = M / totalMass M m * ⟪P, x0⟫_ℝ
      + ∑ i, m i / totalMass M m * ⟪P, x i⟫_ℝ := by
    rw [e, div_mul_eq_mul_div, ← add_div, eq_div_iff hT]
    linear_combination hS
  simp only [centralMomentum, carrierMomentum, inner_add_left, inner_neg_left, sum_inner,
    real_inner_smul_left, inner_sub_right, Finset.sum_add_distrib, Finset.sum_sub_distrib]
  rw [hP]
  ring

/-- Lab momenta that preserve the pairing for all positions are the ones defined above. -/
theorem momenta_unique {M : ℝ} {m : Fin n → ℝ} (hT : totalMass M m ≠ 0)
    (P : V) (k : Fin n → V) (q0 : V) (q : Fin n → V)
    (hq : ∀ (x0 R : V) (x : Fin n → V), totalMass M m • R = M • x0 + ∑ i, m i • x i →
      ⟪q0, x0⟫_ℝ + ∑ i, ⟪q i, x i⟫_ℝ = ⟪P, R⟫_ℝ + ∑ i, ⟪k i, x i - x0⟫_ℝ) :
    q0 = centralMomentum M m P k ∧ ∀ i, q i = carrierMomentum M m P k i := by
  have key : ∀ (x0 : V) (x : Fin n → V), ⟪q0 - centralMomentum M m P k, x0⟫_ℝ
      + ∑ i, ⟪q i - carrierMomentum M m P k i, x i⟫_ℝ = 0 := by
    intro x0 x
    have hR := smul_inv_smul₀ hT (M • x0 + ∑ i, m i • x i)
    have h1 := hq x0 _ x hR
    have h2 := pairing_preserved hT P k hR
    simp only [inner_sub_left, Finset.sum_sub_distrib]
    linarith
  -- test the pairing on the difference of the momenta themselves
  have h := key (q0 - centralMomentum M m P k) (fun i => q i - carrierMomentum M m P k i)
  simp only [real_inner_self_eq_norm_sq] at h
  have hs : 0 ≤ ∑ i, ‖q i - carrierMomentum M m P k i‖ ^ 2 :=
    Finset.sum_nonneg fun i _ => sq_nonneg _
  have h0 := sq_nonneg ‖q0 - centralMomentum M m P k‖
  have hz : ∀ v : V, ‖v‖ ^ 2 = 0 → v = 0 := fun v hv =>
    norm_eq_zero.1 ((pow_eq_zero_iff two_ne_zero).1 hv)
  refine ⟨sub_eq_zero.1 (hz _ (by linarith)), fun i => sub_eq_zero.1 (hz _ ?_)⟩
  exact (Finset.sum_eq_zero_iff_of_nonneg fun i _ => sq_nonneg _).1
    (by linarith) i (Finset.mem_univ i)

end

end ExcitonComplexKinematics
```

Lean reports:

```
Main.lean:67:8: error: linarith failed to find a contradiction
case h1
V : Type u_1
inst✝¹ : NormedAddCommGroup V
inst✝ : InnerProductSpace ℝ V
n : ℕ
M : ℝ
m : Fin n → ℝ
hT : totalMass M m ≠ 0
P : V
k : Fin n → V
q0 : V
q : Fin n → V
hq :
  ∀ (x0 R : V) (x : Fin n → V),
    totalMass M m • R = M • x0 + ∑ i, m i • x i → ⟪q0, x0⟫_ℝ + ∑ i, ⟪q i, x i⟫_ℝ = ⟪P, R⟫_ℝ + ∑ i, ⟪k i, x i - x0⟫_ℝ
key :
  ∀ (x0 : V) (x : Fin n → V), ⟪q0 - centralMomentum M m P k, x0⟫_ℝ + ∑ i, ⟪q i - carrierMomentum M m P k i, x i⟫_ℝ = 0
h : ‖q0 - centralMomentum M m P k‖ ^ 2 + ∑ x, ‖q x - carrierMomentum M m P k x‖ ^ 2 = 0
hs : 0 ≤ ∑ i, ‖q i - carrierMomentum M m P k i‖ ^ 2
h0 : 0 ≤ ‖q0 - centralMomentum M m P k‖ ^ 2
hz : ∀ (v : V), ‖v‖ ^ 2 = 0 → v = 0
i : Fin n
a✝ : ∑ i_1, ‖q i - carrierMomentum M m P k i‖ ^ 2 < 0
⊢ False
failed
```

This version goes through:

```diff
@@ -63,7 +63,9 @@
   have hz : ∀ v : V, ‖v‖ ^ 2 = 0 → v = 0 := fun v hv =>
     norm_eq_zero.1 ((pow_eq_zero_iff two_ne_zero).1 hv)
-  refine ⟨sub_eq_zero.1 (hz _ (by linarith)), fun i => sub_eq_zero.1 (hz _ ?_)⟩
-  exact (Finset.sum_eq_zero_iff_of_nonneg fun i _ => sq_nonneg _).1
-    (by linarith) i (Finset.mem_univ i)
+  have hsum : ∑ i, ‖q i - carrierMomentum M m P k i‖ ^ 2 = 0 := by linarith
+  have hall := (Finset.sum_eq_zero_iff_of_nonneg
+    (f := fun i => ‖q i - carrierMomentum M m P k i‖ ^ 2) (fun i _ => sq_nonneg _)).1 hsum
+  exact ⟨sub_eq_zero.1 (hz _ (by linarith)),
+    fun i => sub_eq_zero.1 (hz _ (hall i (Finset.mem_univ i)))⟩
 
 end
```

Diagnosis. The error is in the last step, where `Finset.sum_eq_zero_iff_of_nonneg` should pass from a zero sum to zero terms. The lemma needs to know which function is being summed, and here Lean took it from the goal, in which `i` is already fixed. The message shows the result: in `∑ i_1, ‖q i - carrierMomentum M m P k i‖ ^ 2` the summation index `i_1` does not occur in the term, so one fixed term is added `n` times. The hypotheses `h` and `hs` speak of the sum over all the carriers, which `linarith` can't match with this one, and it fails to show that the repeated sum is nonnegative.

The repair first proves `hsum`, that the intended sum is zero, which `linarith` gets from `h`, `hs` and `h0`. It then applies the lemma to `hsum` with the function given explicitly as `f`, so that the term varies with the index. The resulting `hall` holds for every carrier, and `hall i (Finset.mem_univ i)` supplies the equation that was missing. Putting both conclusions in a single `exact` is mere tidying.
